# Mass weighting with positive masses preserves the saddle index of a Hessian

**Q:** After a transition-state search I divide each Hessian entry by √(m_i m_j), diagonalise, and count the imaginary frequencies. If there is exactly one, I report a first-order saddle on the potential energy surface. But I diagonalised a different matrix from the Hessian of that surface. What entitles me to transfer the count?

**A:** The mass-weighted matrix has the form TᵀHT, where H is the symmetric Hessian, m_i > 0 is the mass attached to coordinate i, and T = diag(1/√m_i). The eigenvalues of the mass-weighted matrix are the squared angular frequencies, so each imaginary frequency corresponds to a negative eigenvalue. An invertible T can change the eigenvalues, but not how many are negative, zero or positive. This supports the frequency check in the harmonic model, with finitely many coordinates and one fixed geometry.

**Q:** Show me by hand, before any Lean.

**A:** Let K = TᵀHT, and allow T to be rectangular for now. Put the orthonormal eigenvectors of H in the columns of V, with eigenvalues h_j, and those of K in the columns of U, with eigenvalues a_i. Then H = V diag(h) Vᵀ, and

diag(a) = UᵀKU = UᵀTᵀ V diag(h) Vᵀ TU = Sᵀ diag(h) S, with S = VᵀTU.

For any mode amplitudes c this gives, up to the usual factor ½, an equality of energies:

Σ_i a_i c_i² = Σ_j h_j (Sc)_j².

Now let c be nonzero only on modes with a_i < 0, and suppose that (Sc)_j = 0 whenever h_j < 0. The right side is then ≥ 0, while every term on the left is ≤ 0. So every term on the left vanishes, and c = 0. The linear map from the negative modes of K to the negative modes of H is therefore injective, which means that K has at most as many negative eigenvalues as H.

Reversing the sign of both energies gives the same bound for positive eigenvalues. If T is square and invertible, then

H = (T⁻¹)ᵀ K T⁻¹,

so both bounds also hold in the other direction, and the negative and positive counts agree. The three counts add up to the number of coordinates, so the zero counts agree too.

**Q:** And in one dimension?

**A:** With one coordinate, K = t²h, which has the sign of h for t ≠ 0. Mass weighting gives h/m. At t = 0 the curvature is lost, which shows why invertibility matters.

**Q:** Then what does the file mean by "number of negative eigenvalues"? A set of eigenvalues would lose degeneracies.

**A:** It counts indices, not distinct values. The coordinates are labelled by a finite type `n`, and `hH.eigenvalues` is a family of real numbers over the same labels, with a degenerate value repeated. The hypothesis `hH : H.IsHermitian` says, for a real matrix, that H is symmetric. The type `m` below labels a second set of coordinates; it is not a mass.

```lean
import Mathlib

open Matrix

namespace SaddleIndexInvariance

noncomputable section

variable {m n : Type*} [Fintype m] [DecidableEq m] [Fintype n] [DecidableEq n]
```

The first count is the saddle index.

```lean
/-- The saddle index: the number of negative Hessian eigenvalues, with multiplicity. -/
def saddleIndex {H : Matrix n n ℝ} (hH : H.IsHermitian) : ℕ :=
  Fintype.card {i // hH.eigenvalues i < 0}
```

The other two follow the same pattern.

```lean
/-- The number of zero Hessian eigenvalues, with multiplicity. -/
def numZero {H : Matrix n n ℝ} (hH : H.IsHermitian) : ℕ :=
  Fintype.card {i // hH.eigenvalues i = 0}

/-- The number of positive Hessian eigenvalues, with multiplicity. -/
def numPositive {H : Matrix n n ℝ} (hH : H.IsHermitian) : ℕ :=
  Fintype.card {i // 0 < hH.eigenvalues i}
```

**Q:** Nothing there says that the gradient vanishes.

**A:** Correct. The theorems concern symmetric matrices, with no energy surface or gradient in them. That your geometry is stationary is something you establish separately, and only then does "saddle index" deserve its name. Curvilinear coordinates are not treated either: away from a stationary point, the Hessian in such coordinates generally contains a gradient term that TᵀHT lacks.

**Q:** How do the modes and the masses enter?

**A:** The matrix called U or V above is `normalModes`, with one eigenvector per column. Despite the name, these are eigenvectors of whichever symmetric matrix is supplied. For the mass-weighted Hessian they are the normal modes in mass-weighted coordinates; for the unweighted Hessian with unequal masses they generally are not.

```lean
/-- The matrix whose columns are the orthonormal eigenvectors of the Hessian. -/
def normalModes {H : Matrix n n ℝ} (hH : H.IsHermitian) : Matrix n n ℝ :=
  Matrix.of fun i k => (hH.eigenvectorBasis k).ofLp i
```

The mass-weighted Hessian is defined by its entries, as a program would compute it. Masses belong to coordinates, so for Cartesian coordinates you repeat each atomic mass three times.

```lean
/-- The Hessian in mass-weighted coordinates, with entries `H i j / (√mᵢ √mⱼ)`. -/
def massWeighted (mass : n → ℝ) (H : Matrix n n ℝ) : Matrix n n ℝ :=
  Matrix.of fun i j => H i j / (√(mass i) * √(mass j))
```

**Q:** Now the proof. Where is the diagonalisation?

**A:** The next lemma states UᵀU = 1 and HU = U diag(eigenvalues). The first part is orthonormality written entry by entry; the second is the eigenvalue equation, column by column.

```lean
/-- The normal modes are orthonormal, and the Hessian acts on each of them as
multiplication by its eigenvalue. -/
theorem normalModes_spec {H : Matrix n n ℝ} (hH : H.IsHermitian) :
    (normalModes hH)ᵀ * normalModes hH = 1 ∧
      H * normalModes hH = normalModes hH * diagonal hH.eigenvalues := by
  constructor
  · ext i j
    have h := orthonormal_iff_ite.mp hH.eigenvectorBasis.orthonormal i j
    rw [Matrix.one_apply, ← h, Matrix.mul_apply, PiLp.inner_apply]
    apply Finset.sum_congr rfl
    intro x _
    simp [normalModes, mul_comm]
  · ext i j
    have h := congrFun (hH.mulVec_eigenvectorBasis j) i
    rw [Matrix.mul_diagonal]
    refine (show (H * normalModes hH) i j = _ from h).trans ?_
    simp [normalModes, mul_comm]
```

The energy equality comes next. In the proof, `hr` is the spectral decomposition of H, `hS` is the identity diag(a) = Sᵀ diag(h) S, and `e` sandwiches that identity between amplitude vectors; the last calculation rearranges the resulting sums.

```lean
/-- If `K = Tᵀ H T`, a linear map between normal-mode amplitudes carries the quadratic
energy of `K` into that of `H`. -/
theorem exists_mode_map {H : Matrix n n ℝ} {K : Matrix m m ℝ} (hH : H.IsHermitian)
    (hK : K.IsHermitian) (T : Matrix n m ℝ) (hT : K = Tᵀ * H * T) :
    ∃ S : Matrix n m ℝ, ∀ c : m → ℝ,
      ∑ i, hK.eigenvalues i * c i ^ 2 = ∑ j, hH.eigenvalues j * (S *ᵥ c) j ^ 2 := by
  obtain ⟨hU, hKU⟩ := normalModes_spec hK
  obtain ⟨hV, hHV⟩ := normalModes_spec hH
  have hV' : normalModes hH * (normalModes hH)ᵀ = 1 := mul_eq_one_comm.mp hV
  -- the spectral decomposition of `H`
  have hr : H = normalModes hH * diagonal hH.eigenvalues * (normalModes hH)ᵀ := by
    rw [← hHV, Matrix.mul_assoc, hV', Matrix.mul_one]
  have hS : diagonal hK.eigenvalues = ((normalModes hH)ᵀ * T * normalModes hK)ᵀ *
      diagonal hH.eigenvalues * ((normalModes hH)ᵀ * T * normalModes hK) := by
    calc diagonal hK.eigenvalues = (normalModes hK)ᵀ * K * normalModes hK := by
          rw [Matrix.mul_assoc, hKU, ← Matrix.mul_assoc, hU, Matrix.one_mul]
      _ = (normalModes hK)ᵀ * (Tᵀ * H * T) * normalModes hK :=
          congrArg (fun M => (normalModes hK)ᵀ * M * normalModes hK) hT
      _ = (normalModes hK)ᵀ * (Tᵀ * (normalModes hH * diagonal hH.eigenvalues *
            (normalModes hH)ᵀ) * T) * normalModes hK :=
          congrArg (fun M => (normalModes hK)ᵀ * (Tᵀ * M * T) * normalModes hK) hr
      _ = _ := by
          simp only [Matrix.transpose_mul, Matrix.transpose_transpose, Matrix.mul_assoc]
  refine ⟨(normalModes hH)ᵀ * T * normalModes hK, fun c => ?_⟩
  generalize (normalModes hH)ᵀ * T * normalModes hK = S at hS ⊢
  have e : c ⬝ᵥ (diagonal hK.eigenvalues *ᵥ c) =
      c ⬝ᵥ ((Sᵀ * diagonal hH.eigenvalues * S) *ᵥ c) :=
    congrArg (fun M => c ⬝ᵥ (M *ᵥ c)) hS
  rw [← Matrix.mulVec_mulVec, ← Matrix.mulVec_mulVec, Matrix.dotProduct_mulVec c Sᵀ,
    Matrix.vecMul_transpose] at e
  simp only [dotProduct, Matrix.mulVec_diagonal] at e
  calc _ = ∑ i, c i * (hK.eigenvalues i * c i) :=
        Finset.sum_congr rfl fun i _ => by ring
    _ = ∑ j, (S *ᵥ c) j * (hH.eigenvalues j * (S *ᵥ c) j) := e
    _ = _ := Finset.sum_congr rfl fun j _ => by ring
```

**Q:** The injectivity argument was the heart of it. Does the code follow it?

**A:** Closely. `E` extends amplitudes on the negative modes by zero, and `L` applies `E`, then S, then keeps only the components with h_j < 0. For a vector in the kernel of `L`, `h1` says that the total energy is nonnegative and `h2` that each term is nonpositive. Hence each term is zero, and so is each amplitude. Comparing the dimensions of the two spaces gives the inequality between counts.

```lean
omit [DecidableEq m] [DecidableEq n] in
/-- If a linear map carries one sum of squares with force constants `a` into another with
force constants `h`, then `a` has at most as many negative entries as `h`. -/
theorem card_negative_le (a : m → ℝ) (h : n → ℝ) (S : Matrix n m ℝ)
    (hq : ∀ c : m → ℝ, ∑ i, a i * c i ^ 2 = ∑ j, h j * (S *ᵥ c) j ^ 2) :
    Fintype.card {i // a i < 0} ≤ Fintype.card {j // h j < 0} := by
  -- amplitudes on the negative modes, extended by zero
  let E : ({i // a i < 0} → ℝ) →ₗ[ℝ] (m → ℝ) :=
    { toFun := fun c i => if hi : a i < 0 then c ⟨i, hi⟩ else 0
      map_add' := by
        intro c d
        ext i
        by_cases hi : a i < 0 <;> simp [hi]
      map_smul' := by
        intro r c
        ext i
        by_cases hi : a i < 0 <;> simp [hi] }
  let L : ({i // a i < 0} → ℝ) →ₗ[ℝ] ({j // h j < 0} → ℝ) :=
    (LinearMap.funLeft ℝ ℝ Subtype.val) ∘ₗ S.mulVecLin ∘ₗ E
  have inj : Function.Injective L := by
    rw [injective_iff_map_eq_zero L]
    intro c hc
    have hS : ∀ j, h j < 0 → (S *ᵥ E c) j = 0 := fun j hj => congrFun hc ⟨j, hj⟩
    -- a kernel vector has nonnegative energy in one form, nonpositive in the other
    have h1 : 0 ≤ ∑ i, a i * E c i ^ 2 := by
      rw [hq]
      apply Finset.sum_nonneg
      intro j _
      by_cases hj : h j < 0
      · rw [hS j hj]; simp
      · exact mul_nonneg (not_lt.mp hj) (sq_nonneg _)
    have h2 : ∀ i ∈ Finset.univ, a i * E c i ^ 2 ≤ 0 := by
      intro i _
      by_cases hi : a i < 0
      · exact mul_nonpos_of_nonpos_of_nonneg hi.le (sq_nonneg _)
      · have h0 : E c i = 0 := dif_neg hi
        rw [h0]; simp
    have h4 := (Finset.sum_eq_zero_iff_of_nonpos h2).mp
      (le_antisymm (Finset.sum_nonpos h2) h1)
    ext ⟨i, hi⟩
    have h5 := h4 i (Finset.mem_univ i)
    have h6 : E c i = c ⟨i, hi⟩ := dif_pos hi
    rw [h6] at h5
    simpa [hi.ne] using h5
  have hd := LinearMap.finrank_le_finrank_of_injective inj
  rw [Module.finrank_fintype_fun_eq_card, Module.finrank_fintype_fun_eq_card] at hd
  exact hd
```

**Q:** So far that is an inequality, and for one sign.

**A:** The next theorem adds the other sign by applying the lemma to −a and −h. It still allows a rectangular T, so restricting a Hessian to fewer coordinates can lower the number of negative or positive eigenvalues but never raise it.

```lean
/-- For any rectangular `T`, the matrix `Tᵀ H T` has at most as many negative and at most
as many positive eigenvalues as `H`. -/
theorem inertia_le {H : Matrix n n ℝ} {K : Matrix m m ℝ} (hH : H.IsHermitian)
    (hK : K.IsHermitian) (T : Matrix n m ℝ) (hT : K = Tᵀ * H * T) :
    saddleIndex hK ≤ saddleIndex hH ∧ numPositive hK ≤ numPositive hH := by
  obtain ⟨S, hS⟩ := exists_mode_map hH hK T hT
  refine ⟨card_negative_le _ _ S hS, ?_⟩
  -- positive eigenvalues are the negative ones of the inverted surface
  have h := card_negative_le (fun i => -hK.eigenvalues i) (fun j => -hH.eigenvalues j) S
    (fun c => by simp only [neg_mul, Finset.sum_neg_distrib, hS c])
  calc numPositive hK = Fintype.card {i // -hK.eigenvalues i < 0} :=
        Fintype.card_congr (Equiv.subtypeEquivRight fun i => neg_lt_zero.symm)
    _ ≤ Fintype.card {j // -hH.eigenvalues j < 0} := h
    _ = numPositive hH :=
        Fintype.card_congr (Equiv.subtypeEquivRight fun j => neg_lt_zero)
```

The zero count needs the sum rule, proved by noting that each eigenvalue falls into exactly one of three classes.

```lean
/-- The numbers of negative, zero and positive eigenvalues add up to the number of
coordinates. -/
theorem inertia_sum {H : Matrix n n ℝ} (hH : H.IsHermitian) :
    saddleIndex hH + numZero hH + numPositive hH = Fintype.card n := by
  simp only [saddleIndex, numZero, numPositive, Fintype.card_subtype, Finset.card_filter,
    ← Finset.sum_add_distrib]
  rw [Fintype.card_eq_sum_ones]
  apply Finset.sum_congr rfl
  intro i _
  rcases lt_trichotomy (hH.eigenvalues i) 0 with h | h | h
  · simp [h, h.ne, not_lt_of_ge h.le]
  · simp [h]
  · simp [h, h.ne', not_lt_of_ge h.le]
```

A small lemma confirms that TᵀHT is symmetric, so that its counts are defined.

```lean
omit [DecidableEq m] [DecidableEq n] [Fintype m] in
/-- A symmetric Hessian stays symmetric under a linear change of coordinates. -/
theorem congruence_isHermitian {H : Matrix n n ℝ} (hH : H.IsHermitian)
    (T : Matrix n m ℝ) : (Tᵀ * H * T).IsHermitian := by
  have hs : Hᵀ = H := (conjTranspose_eq_transpose_of_trivial H).symm.trans hH.eq
  change (Tᵀ * H * T)ᴴ = Tᵀ * H * T
  rw [conjTranspose_eq_transpose_of_trivial]
  simp only [Matrix.transpose_mul, Matrix.transpose_transpose, hs, Matrix.mul_assoc]
```

**Q:** And equality?

**A:** Here T is square, and `IsUnit T.det` says that its determinant is nonzero. The step `hback` recovers H from TᵀHT by means of T⁻¹. Two uses of `inertia_le` give inequalities in both directions, and `omega` combines them with the two sum rules.

```lean
/-- Sylvester's law of inertia: an invertible linear change of coordinates preserves the
numbers of negative, zero and positive Hessian eigenvalues. -/
theorem sylvester_inertia {H : Matrix n n ℝ} (hH : H.IsHermitian) (T : Matrix n n ℝ)
    (hT : IsUnit T.det) :
    saddleIndex (congruence_isHermitian hH T) = saddleIndex hH ∧
      numZero (congruence_isHermitian hH T) = numZero hH ∧
      numPositive (congruence_isHermitian hH T) = numPositive hH := by
  have h1 : T * T⁻¹ = 1 := Matrix.mul_nonsing_inv T hT
  have h2 : (T⁻¹)ᵀ * Tᵀ = 1 := by rw [← Matrix.transpose_mul, h1, Matrix.transpose_one]
  -- undo the change of coordinates
  have hback : H = (T⁻¹)ᵀ * (Tᵀ * H * T) * T⁻¹ := by
    calc H = 1 * H * 1 := by rw [Matrix.one_mul, Matrix.mul_one]
      _ = ((T⁻¹)ᵀ * Tᵀ) * H * (T * T⁻¹) := by rw [h1, h2]
      _ = _ := by simp only [Matrix.mul_assoc]
  obtain ⟨a1, a2⟩ := inertia_le hH (congruence_isHermitian hH T) T rfl
  obtain ⟨b1, b2⟩ := inertia_le (congruence_isHermitian hH T) hH T⁻¹ hback
  have s1 := inertia_sum hH
  have s2 := inertia_sum (congruence_isHermitian hH T)
  refine ⟨?_, ?_, ?_⟩ <;> omega
```

**Q:** The comment calls this Sylvester's law of inertia. Can I also conclude that two Hessians with the same counts are related by some T?

**A:** Not from this theorem. It starts with a given T and compares the counts; it does not construct a T from equal counts.

**Q:** Then finish with my masses.

**A:** Symmetry of the mass-weighted matrix comes first. It follows from the symmetry of H and of the product √m_i √m_j.

```lean
omit [Fintype n] [DecidableEq n] in
/-- The mass-weighted Hessian is symmetric. -/
theorem massWeighted_isHermitian {H : Matrix n n ℝ} (hH : H.IsHermitian) (mass : n → ℝ) :
    (massWeighted mass H).IsHermitian := by
  ext i j
  have h : H j i = H i j := by simpa using hH.apply i j
  simp [massWeighted, h, mul_comm]
```

The final theorem assumes `hm`, that every mass is positive. Physically, every coordinate in the Hessian must carry inertia, so a massless dummy atom has to be removed first. The proof takes T = diag(1/√m_i), whose determinant is a product of nonzero factors, and checks in `e` that the entrywise definition equals TᵀHT. The auxiliary statement `aux` then carries the result of `sylvester_inertia` over to `massWeighted mass H`.

```lean
/-- Mass weighting with positive masses preserves the saddle index and the numbers of zero
and positive Hessian eigenvalues. -/
theorem massWeighted_inertia {H : Matrix n n ℝ} (hH : H.IsHermitian) (mass : n → ℝ)
    (hm : ∀ i, 0 < mass i) :
    saddleIndex (massWeighted_isHermitian hH mass) = saddleIndex hH ∧
      numZero (massWeighted_isHermitian hH mass) = numZero hH ∧
      numPositive (massWeighted_isHermitian hH mass) = numPositive hH := by
  let T : Matrix n n ℝ := diagonal fun i => (√(mass i))⁻¹
  have hT : IsUnit T.det := by
    rw [isUnit_iff_ne_zero, Matrix.det_diagonal, Finset.prod_ne_zero_iff]
    exact fun i _ => inv_ne_zero (Real.sqrt_pos.mpr (hm i)).ne'
  -- mass weighting is the congruence with `diag (1/√m)`
  have e : massWeighted mass H = Tᵀ * H * T := by
    ext i j
    simp only [T, massWeighted, Matrix.of_apply, Matrix.diagonal_transpose,
      Matrix.mul_diagonal, Matrix.diagonal_mul]
    ring
  have aux : ∀ (K : Matrix n n ℝ) (hK : K.IsHermitian), K = Tᵀ * H * T →
      saddleIndex hK = saddleIndex hH ∧ numZero hK = numZero hH ∧
        numPositive hK = numPositive hH := by
    rintro K hK rfl
    exact sylvester_inertia hH T hT
  exact aux _ _ e

end

end SaddleIndexInvariance
```

```lean
#print axioms SaddleIndexInvariance.massWeighted_inertia
```

```
'SaddleIndexInvariance.massWeighted_inertia' depends on axioms: [propext, Classical.choice, Quot.sound]
```

**Q:** So in my code I can count negative eigenvalues before or after weighting?

**A:** In exact arithmetic, yes, provided that both matrices cover the same coordinates. In floating point you need more care. Eigenvalues that should be zero, such as those for overall translation, come out as small numbers of either sign, so programs usually apply a threshold or project those motions out. A threshold compares magnitudes, and mass weighting changes magnitudes and units. The same numerical cutoff can therefore give different counts for the two matrices, even though their exact counts agree.

**Q:** And isotopic substitution?

**A:** It can change the frequencies but not the number of imaginary ones, as long as the geometry and H stay the same. Apply the final theorem once with each set of masses: both counts equal that of H.
